# Exactness up to power 2N of the N-point midpoint rule on a pole-matched tangent map for a one-pole response at imaginary frequency

A midpoint rule with finitely many equal cells lives on a finite interval, while the integral of interest runs over all imaginary frequencies \(u>0\), so one must decide where the rule acts and what it is compared with. Here it acts on the angle \(\theta\in(0,\pi/2)\), after the substitution \(u=w\tan\theta\) with its Jacobian, and it is compared with the original integral over \(u\). The equality of the two integrals is therefore proved, not built into a definition. The scale \(w>0\) of the substitution is also the pole frequency of the response
\[
r(u)=\frac{w^2}{w^2+u^2}.
\]

For \(N\ge1\) points, the rule integrates \(r^m\) exactly for every \(1\le m\le 2N\). At \(m=2N+1\) it falls short by \(\pi w/16^N\).

Such integrals occur in dispersion coefficients. Take two identical isotropic systems, each with the one-pole dipole polarisability \(\alpha(iu)=\alpha_0 r(u)\) of static value \(\alpha_0\). For the leading non-retarded dispersion energy \(-C_6/R^6\) at separation \(R\), the Casimir–Polder formula in atomic units gives
\[
C_6=\frac3\pi\int_0^\infty\alpha(iu)^2\,du=\frac34\alpha_0^2w ,
\]
which is the case \(m=2\), and one point suffices.

```lean
import Mathlib

open Real MeasureTheory Set

namespace ImaginaryFrequencyQuadrature

noncomputable section
```

## The rule on the angle and on the frequency axis

Divide \((0,\pi/2)\) into \(N\) equal cells. Counting from \(k=0\) to \(N-1\), their midpoints are \(\theta_k=(2k+1)\pi/(4N)\).

```lean
/-- The `k`-th midpoint (counted from zero) of `N` equal cells of the interval `(0, π/2)`. -/
def midpointAngle (N k : ℕ) : ℝ := (2 * k + 1) * π / (4 * N)
```

Each node carries the cell width as its weight:
\[
Q_N[g]=\frac{\pi}{2N}\sum_{k=0}^{N-1}g(\theta_k).
\]

```lean
/-- The `N`-point midpoint rule for a function of the angle on `(0, π/2)`. -/
def midpointRule (N : ℕ) (g : ℝ → ℝ) : ℝ :=
  π / (2 * N) * ∑ k ∈ Finset.range N, g (midpointAngle N k)
```

Since \(du=w\,d\theta/\cos^2\theta\), the rule for a function \(F\) of frequency is \(Q_N\) applied to \(wF(w\tan\theta)/\cos^2\theta\). Equivalently, it has nodes \(u_k=w\tan\theta_k\) and weights \(\pi w/(2N\cos^2\theta_k)\).

```lean
/-- The midpoint rule carried to the imaginary-frequency axis by `u = w tan θ`, with the Jacobian `w
/ cos² θ`. -/
def frequencyRule (N : ℕ) (w : ℝ) (F : ℝ → ℝ) : ℝ :=
  midpointRule N (fun θ => w / cos θ ^ 2 * F (w * tan θ))
```

The response is normalised to \(r(0)=1\), so a static polarisability enters only as a prefactor. In Lean, `w` and `u` are real numbers without units.

```lean
/-- The normalised one-pole response `w² / (w² + u²)` at imaginary frequency `u`. -/
def response (w u : ℝ) : ℝ := w ^ 2 / (w ^ 2 + u ^ 2)
```

The error analysis uses a family of angular functions. For a natural number \(M\) and an integer \(j\), let
\[
E(M,j)=Q_N[\cos^{2M}\theta\cos2j\theta]-\int_0^{\pi/2}\cos^{2M}\theta\cos2j\theta\,d\theta .
\]
In `modeError N M j` the dependence on \(N\) is explicit.

```lean
/-- Midpoint rule minus integral for the angular function `cos^(2M) θ · cos (2jθ)`. -/
def modeError (N M : ℕ) (j : ℤ) : ℝ :=
  midpointRule N (fun θ => cos θ ^ (2 * M) * cos (2 * (j : ℝ) * θ)) -
    ∫ θ in (0 : ℝ)..(π / 2), cos θ ^ (2 * M) * cos (2 * (j : ℝ) * θ)
```

## From frequencies to angles

The map \(\theta\mapsto w\tan\theta\) is a bijection from \((0,\pi/2)\) to \((0,\infty)\) with positive derivative \(w/\cos^2\theta\). Hence
\[
\int_0^\infty F(u)\,du=\int_0^{\pi/2}\frac{w}{\cos^2\theta}F(w\tan\theta)\,d\theta .
\]
The Lean statement needs no condition on \(F\), because Lean assigns the value zero to the integral of a non-integrable function; the powers \(r^m\) with \(m\ge1\) are integrable, so their integrals are the ordinary ones. The set `Ioi 0` is the open half-line \(u>0\). In the proof, `himg` shows that the map reaches every positive frequency, with \(\arctan(u/w)\) as preimage; `hd` supplies the derivative and `hinj` the injectivity. Mathlib's change-of-variables theorem contains the absolute value of the derivative, which positivity removes.

```lean
/-- The substitution `u = w tan θ` turns an integral over all positive frequencies into
an integral over the angles between `0` and `π/2`. -/
theorem integral_tan_substitution {w : ℝ} (hw : 0 < w) (F : ℝ → ℝ) :
    ∫ u in Ioi (0 : ℝ), F u =
      ∫ θ in Ioo (0 : ℝ) (π / 2), w / cos θ ^ 2 * F (w * tan θ) := by
  have himg : (fun θ => w * tan θ) '' Ioo 0 (π / 2) = Ioi 0 := by
    ext u
    constructor
    · rintro ⟨θ, ⟨h0, h1⟩, rfl⟩
      exact mul_pos hw (Real.tan_pos_of_pos_of_lt_pi_div_two h0 h1)
    · intro hu
      have hu' : 0 < u := hu
      have ha := Real.arctan_strictMono (div_pos hu' hw)
      rw [Real.arctan_zero] at ha
      refine ⟨arctan (u / w), ⟨ha, Real.arctan_lt_pi_div_two _⟩, ?_⟩
      change w * tan (arctan (u / w)) = u
      rw [Real.tan_arctan]
      field_simp
  have hd : ∀ θ ∈ Ioo (0 : ℝ) (π / 2), HasDerivWithinAt (fun θ => w * tan θ)
      ((fun θ => w / cos θ ^ 2) θ) (Ioo 0 (π / 2)) θ := by
    intro θ hθ
    have hc : 0 < cos θ := Real.cos_pos_of_mem_Ioo ⟨by linarith [hθ.1, pi_pos], hθ.2⟩
    have h : HasDerivAt (fun θ => w * tan θ) (w / cos θ ^ 2) θ :=
      ((Real.hasDerivAt_tan hc.ne').const_mul w).congr_deriv (by ring)
    exact h.hasDerivWithinAt
  have hinj : InjOn (fun θ => w * tan θ) (Ioo 0 (π / 2)) := by
    intro x hx y hy hxy
    exact Real.tan_inj_of_lt_of_lt_pi_div_two (by linarith [hx.1, pi_pos]) hx.2
      (by linarith [hy.1, pi_pos]) hy.2 (mul_left_cancel₀ hw.ne' hxy)
  rw [← himg, integral_image_eq_integral_abs_deriv_smul measurableSet_Ioo hd hinj]
  refine setIntegral_congr_fun measurableSet_Ioo fun θ _ => ?_
  have hp : 0 ≤ w / cos θ ^ 2 := by positivity
  simp only [smul_eq_mul, abs_of_nonneg hp]
```

Because \(1+\tan^2\theta=1/\cos^2\theta\), the response becomes \(r(w\tan\theta)=\cos^2\theta\). With \(m=M+1\), the transformed integrand is
\[
\frac{w}{\cos^2\theta}\,(\cos^2\theta)^{M+1}=w\cos^{2M}\theta .
\]
The quadrature error for \(r^{M+1}\) is thus \(wE(M,0)\). The Lean proof establishes this pointwise identity once, as `key`, and uses it in both the integral (`hI`) and the sum (`hQ`). For the sum it also checks that every node lies strictly inside the interval, where the cosine is nonzero.

```lean
/-- The quadrature error for the `(M+1)`-th power of the response is `w` times the midpoint
error for `cos^(2M) θ`. -/
theorem frequency_error {w : ℝ} (hw : 0 < w) (N M : ℕ) :
    frequencyRule N w (fun u => response w u ^ (M + 1)) -
      ∫ u in Ioi (0 : ℝ), response w u ^ (M + 1) = w * modeError N M 0 := by
  have key : ∀ θ ∈ Ioo (0 : ℝ) (π / 2), w / cos θ ^ 2 * response w (w * tan θ) ^ (M + 1) =
      w * (cos θ ^ (2 * M) * cos (2 * ((0 : ℤ) : ℝ) * θ)) := by
    intro θ hθ
    have hc : cos θ ≠ 0 :=
      (Real.cos_pos_of_mem_Ioo ⟨by linarith [hθ.1, pi_pos], hθ.2⟩).ne'
    have hr : response w (w * tan θ) = cos θ ^ 2 := by
      unfold response
      rw [div_eq_iff (by positivity)]
      linear_combination (-w ^ 2) * Real.sin_sq_add_cos_sq θ -
        w ^ 2 * (tan θ * cos θ + sin θ) * Real.tan_mul_cos hc
    have h1 : cos (2 * ((0 : ℤ) : ℝ) * θ) = 1 := by simp
    have h2 : (cos θ ^ 2) ^ (M + 1) = cos θ ^ (2 * M) * cos θ ^ 2 := by
      rw [← pow_mul, ← pow_add, mul_add, mul_one]
    rw [hr, h1, h2]
    field_simp
  have hI : ∫ u in Ioi (0 : ℝ), response w u ^ (M + 1) =
      w * ∫ θ in (0 : ℝ)..(π / 2), cos θ ^ (2 * M) * cos (2 * ((0 : ℤ) : ℝ) * θ) := by
    rw [intervalIntegral.integral_of_le (by positivity), integral_Ioc_eq_integral_Ioo,
      ← integral_const_mul]
    exact (integral_tan_substitution hw (fun u => response w u ^ (M + 1))).trans
      (setIntegral_congr_fun measurableSet_Ioo fun θ hθ => key θ hθ)
  have hQ : frequencyRule N w (fun u => response w u ^ (M + 1)) =
      w * midpointRule N (fun θ => cos θ ^ (2 * M) * cos (2 * ((0 : ℤ) : ℝ) * θ)) := by
    simp only [frequencyRule, midpointRule]
    rw [mul_left_comm w, Finset.mul_sum _ _ w]
    congr 1
    refine Finset.sum_congr rfl fun k hk => key _ ?_
    -- the nodes lie strictly inside the interval
    have hk' : (k : ℝ) + 1 ≤ N := by exact_mod_cast Finset.mem_range.1 hk
    have hN : (0 : ℝ) < N := by linarith [Nat.cast_nonneg (α := ℝ) k]
    unfold midpointAngle
    refine ⟨by positivity, ?_⟩
    rw [div_lt_div_iff₀ (by positivity) (by positivity)]
    nlinarith [mul_le_mul_of_nonneg_left hk' pi_pos.le, pi_pos]
  rw [hI, hQ, modeError]
  ring
```

## Coupling between neighbouring modes

From \(\cos^2\theta=\tfrac12(1+\cos2\theta)\) and the product formula for cosines,
\[
\cos^2\theta\cos2j\theta=\tfrac12\cos2j\theta+\tfrac14\cos2(j+1)\theta+\tfrac14\cos2(j-1)\theta .
\]
Multiply by \(\cos^{2M}\theta\). Sum and integral are both linear, so
\[
E(M+1,j)=\tfrac12E(M,j)+\tfrac14E(M,j+1)+\tfrac14E(M,j-1).
\]
Lean checks the identity in the other direction, expanding the two neighbouring cosines with the addition formulas. Continuity justifies splitting the integral.

```lean
/-- Multiplication by `cos² θ` couples the error of an angular mode to those of its
two neighbours. -/
theorem modeError_succ (N M : ℕ) (j : ℤ) :
    modeError N (M + 1) j = 1 / 2 * modeError N M j + 1 / 4 * modeError N M (j + 1) +
      1 / 4 * modeError N M (j - 1) := by
  have h : ∀ θ : ℝ, cos θ ^ (2 * (M + 1)) * cos (2 * (j : ℝ) * θ) =
      1 / 2 * (cos θ ^ (2 * M) * cos (2 * (j : ℝ) * θ)) +
      1 / 4 * (cos θ ^ (2 * M) * cos (2 * ((j + 1 : ℤ) : ℝ) * θ)) +
      1 / 4 * (cos θ ^ (2 * M) * cos (2 * ((j - 1 : ℤ) : ℝ) * θ)) := by
    intro θ
    have e1 : 2 * ((j + 1 : ℤ) : ℝ) * θ = 2 * (j : ℝ) * θ + 2 * θ := by push_cast; ring
    have e2 : 2 * ((j - 1 : ℤ) : ℝ) * θ = 2 * (j : ℝ) * θ - 2 * θ := by push_cast; ring
    rw [e1, e2, Real.cos_add, Real.cos_sub, Real.cos_two_mul]
    ring
  simp only [modeError, midpointRule, h]
  rw [intervalIntegral.integral_add, intervalIntegral.integral_add]
  · simp only [intervalIntegral.integral_const_mul, Finset.sum_add_distrib, ← Finset.mul_sum]
    ring
  all_goals exact Continuous.intervalIntegrable (by fun_prop) _ _
```

## Pure cosines

For \(M=0\) and \(j\ne0\), the integral vanishes:
\[
\int_0^{\pi/2}\cos2j\theta\,d\theta=\frac{\sin j\pi}{2j}=0 .
\]
The error is then the midpoint sum alone.

```lean
/-- For a nonzero mode `cos (2jθ)` the midpoint error is the midpoint sum itself. -/
theorem modeError_base (N : ℕ) {j : ℤ} (hj : j ≠ 0) :
    modeError N 0 j =
      π / (2 * N) * ∑ k ∈ Finset.range N, cos (2 * (j : ℝ) * midpointAngle N k) := by
  have hc : 2 * (j : ℝ) ≠ 0 := mul_ne_zero two_ne_zero (Int.cast_ne_zero.2 hj)
  have hI : ∫ θ in (0 : ℝ)..(π / 2), cos (2 * (j : ℝ) * θ) = 0 := by
    rw [intervalIntegral.integral_comp_mul_left Real.cos hc, integral_cos,
      show 2 * (j : ℝ) * (π / 2) = j * π by ring, Real.sin_int_mul_pi]
    simp
  simp only [modeError, midpointRule, mul_zero, pow_zero, one_mul, hI, sub_zero]
```

That sum telescopes. Since
\[
2\sin x\cos((2k+1)x)=\sin((2k+2)x)-\sin(2kx),
\]
adding the terms from \(k=0\) to \(n-1\) gives
\[
2\sin x\sum_{k=0}^{n-1}\cos((2k+1)x)=\sin2nx .
\]
The induction on `n` adds one such difference at a time.

```lean
/-- A sum of cosines at odd multiples of an angle telescopes. -/
theorem sin_mul_sum_cos (x : ℝ) (n : ℕ) :
    2 * sin x * ∑ k ∈ Finset.range n, cos ((2 * (k : ℝ) + 1) * x) = sin (2 * (n : ℝ) * x) := by
  induction n with
  | zero => simp
  | succ n ih =>
    have e1 : 2 * ((n + 1 : ℕ) : ℝ) * x = (2 * (n : ℝ) + 1) * x + x := by push_cast; ring
    have e2 : 2 * (n : ℝ) * x = (2 * (n : ℝ) + 1) * x - x := by ring
    rw [Finset.sum_range_succ, mul_add, ih, e1, e2, Real.sin_add, Real.sin_sub]
    ring
```

## The region without error

Set \(x=j\pi/(2N)\) and \(n=N\). Then \(2j\theta_k=(2k+1)x\), and the right-hand side above is \(\sin j\pi=0\). For \(0<|j|<2N\) we have \(0<|x|<\pi\), so \(\sin x\ne0\) and the sum must vanish. For \(j=0\) the function is constant and the rule is exact. Hence \(E(0,j)=0\) whenever \(|j|<2N\).

Now suppose that \(E(M,j)=0\) whenever \(M+|j|<2N\). If \(M+1+|j|<2N\), the three terms in the recurrence for \(E(M+1,j)\) all satisfy the earlier condition, because \(|j\pm1|\le|j|+1\). They vanish, and so does \(E(M+1,j)\).

Lean writes the condition on \(|j|\) as two linear inequalities, one for each sign of \(j\), which `omega` can handle in the induction step.

```lean
/-- The midpoint rule is exact for `cos^(2M) θ · cos (2jθ)` whenever `M + |j| < 2N`. -/
theorem modeError_eq_zero {N : ℕ} (M : ℕ) : ∀ j : ℤ, (M : ℤ) + j < 2 * N →
    (M : ℤ) - j < 2 * N → modeError N M j = 0 := by
  induction M with
  | succ M ih =>
    intro j h1 h2
    push_cast at h1 h2
    rw [modeError_succ, ih j (by omega) (by omega), ih (j + 1) (by omega) (by omega),
      ih (j - 1) (by omega) (by omega)]
    ring
  | zero =>
    intro j h1 h2
    have hN : (0 : ℝ) < N := by
      have : 0 < N := by omega
      exact_mod_cast this
    by_cases hj : j = 0
    · subst hj
      have e : π / (2 * N) * N = π / 2 := by field_simp
      simp [modeError, midpointRule, e]
    · have b1 : (j : ℝ) < 2 * N := by
        have : j < 2 * (N : ℤ) := by omega
        exact_mod_cast this
      have b2 : -(2 * (N : ℝ)) < j := by
        have : -(2 * (N : ℤ)) < j := by omega
        exact_mod_cast this
      have hx1 : -π < j * π / (2 * N) := by
        rw [lt_div_iff₀ (by positivity)]
        nlinarith [mul_lt_mul_of_pos_right b2 pi_pos]
      have hx2 : j * π / (2 * N) < π := by
        rw [div_lt_iff₀ (by positivity)]
        nlinarith [mul_lt_mul_of_pos_right b1 pi_pos]
      have hs : sin (j * π / (2 * N)) ≠ 0 := by
        rw [Ne, Real.sin_eq_zero_iff_of_lt_of_lt hx1 hx2]
        have : (j : ℝ) ≠ 0 := Int.cast_ne_zero.2 hj
        positivity
      have ht := sin_mul_sum_cos (j * π / (2 * N)) N
      rw [show 2 * (N : ℝ) * (j * π / (2 * N)) = j * π by field_simp,
        Real.sin_int_mul_pi] at ht
      have hsum := (mul_eq_zero.1 ht).resolve_left (mul_ne_zero two_ne_zero hs)
      have e : ∀ k : ℕ, 2 * (j : ℝ) * midpointAngle N k =
          (2 * (k : ℝ) + 1) * (j * π / (2 * N)) := by
        intro k
        unfold midpointAngle
        ring
      rw [modeError_base N hj]
      simp only [e, hsum, mul_zero]
```

## The aliased mode

At \(j=2N\) the nodes cannot tell the oscillation from a nonzero constant: \(2j\theta_k=(2k+1)\pi\), so the cosine is \(-1\) at every node. Therefore \(E(0,2N)=-\pi/2\).

This error moves along the border \(M+j=2N\), \(j\ge1\). In the recurrence for a border value \(E(M+1,j)\), the terms \(E(M,j)\) and \(E(M,j-1)\) lie in the region without error. Only \(\tfrac14E(M,j+1)\) remains, and this term is again on the border. Each step contributes a factor \(1/4\):
\[
E(M,j)=-\frac{\pi}{2}\,\frac1{4^M}.
\]

```lean
/-- On the border `M + j = 2N` with `j ≥ 1` the midpoint error is `-(π/2)/4^M`. -/
theorem modeError_border {N : ℕ} (M : ℕ) : ∀ j : ℤ, 1 ≤ j → (M : ℤ) + j = 2 * N →
    modeError N M j = -(π / 2) / 4 ^ M := by
  induction M with
  | succ M ih =>
    intro j h1 h2
    push_cast at h2
    rw [modeError_succ, modeError_eq_zero M j (by omega) (by omega),
      ih (j + 1) (by omega) (by omega), modeError_eq_zero M (j - 1) (by omega) (by omega)]
    ring
  | zero =>
    intro j h1 h2
    have hj : j = 2 * (N : ℤ) := by omega
    have hN : (N : ℝ) ≠ 0 := by
      have : N ≠ 0 := by omega
      exact_mod_cast this
    -- every node sees the same value -1 of the aliased mode
    have e : ∀ k : ℕ, cos (2 * (j : ℝ) * midpointAngle N k) = -1 := by
      intro k
      have ha : 2 * (j : ℝ) * midpointAngle N k = k * (2 * π) + π := by
        rw [hj]
        unfold midpointAngle
        push_cast
        field_simp
        ring
      rw [ha, Real.cos_nat_mul_two_pi_add_pi]
    rw [modeError_base N (by omega)]
    simp only [e, Finset.sum_const, Finset.card_range, nsmul_eq_mul, pow_zero, div_one]
    field_simp
```

At \(j=0\) the error arrives from both sides, since \(E(M,-1)=E(M,1)\) by the evenness of the cosine, while \(E(2N-1,0)=0\). Thus
\[
E(2N,0)=\tfrac14E(2N-1,1)+\tfrac14E(2N-1,-1)
=-\frac{\pi}{4}\,\frac1{4^{2N-1}}=-\frac{\pi}{16^N}.
\]
Multiplication by \(w\) gives the quadrature error for \(m=2N+1\). For \(N=1\), the rule gives \(\pi w/8\) and the integral is \(3\pi w/16\).

```lean
/-- For the power `2N+1` of the response, the `N`-point rule falls short of the integral
by exactly `π w / 16^N`. -/
theorem first_error {w : ℝ} (hw : 0 < w) {N : ℕ} (hN : 1 ≤ N) :
    frequencyRule N w (fun u => response w u ^ (2 * N + 1)) =
      (∫ u in Ioi (0 : ℝ), response w u ^ (2 * N + 1)) - π * w / 16 ^ N := by
  have hE : modeError N (2 * N) 0 = -π / 16 ^ N := by
    obtain ⟨M, hM⟩ : ∃ M, 2 * N = M + 1 := ⟨2 * N - 1, by omega⟩
    have h16 : (16 : ℝ) ^ N = 4 ^ M * 4 := by
      rw [← pow_succ, ← hM, pow_mul]
      norm_num
    have hneg : modeError N M (0 - 1) = modeError N M (0 + 1) := by
      simp [modeError]
    rw [hM, modeError_succ, hneg, modeError_eq_zero M 0 (by omega) (by omega),
      modeError_border M (0 + 1) (by omega) (by omega), h16]
    ring
  have h := frequency_error hw N (2 * N)
  rw [hE] at h
  linear_combination h
```

## Exact up to power 2N, and no further

For \(1\le m\le2N\), put \(M=m-1\). Then \(M<2N\), so \(E(M,0)=0\) and the rule is exact. For \(m=2N+1\), the deficit \(\pi w/16^N\) is positive, so equality fails.

The theorem says this for every real `w` with `0 < w` and every natural number `N` with `1 ≤ N`. Its first part covers all the stated powers, and its second part is the inequality at the next one. It concerns exact real arithmetic and a single pole whose frequency is known; powers above \(2N+1\) are not addressed.

```lean
/-- The `N`-point midpoint rule in `θ`, with `u = w tan θ`, integrates the `m`-th power of
`w²/(w²+u²)` over `u > 0` exactly for all `1 ≤ m ≤ 2N`, and not for `m = 2N+1`. -/
theorem midpoint_exactness {w : ℝ} (hw : 0 < w) {N : ℕ} (hN : 1 ≤ N) :
    (∀ m : ℕ, 1 ≤ m → m ≤ 2 * N →
      frequencyRule N w (fun u => response w u ^ m) =
        ∫ u in Ioi (0 : ℝ), response w u ^ m) ∧
    frequencyRule N w (fun u => response w u ^ (2 * N + 1)) ≠
      ∫ u in Ioi (0 : ℝ), response w u ^ (2 * N + 1) := by
  constructor
  · intro m h1 h2
    obtain ⟨M, rfl⟩ : ∃ M, m = M + 1 := ⟨m - 1, by omega⟩
    have h := frequency_error hw N M
    rw [modeError_eq_zero M 0 (by omega) (by omega), mul_zero] at h
    exact sub_eq_zero.1 h
  · rw [first_error hw hN]
    have hp : 0 < π * w / 16 ^ N := by positivity
    exact (sub_lt_self _ hp).ne

end

end ImaginaryFrequencyQuadrature
```

```lean
#print axioms ImaginaryFrequencyQuadrature.midpoint_exactness
```

```
'ImaginaryFrequencyQuadrature.midpoint_exactness' depends on axioms: [propext, Classical.choice, Quot.sound]
```

## Negative scales and mismatched poles

The condition \(w>0\) matters even though \(r\) depends only on \(w^2\). Take \(w=-1\) and \(N=m=1\). The substitution now sends the node to a negative frequency and the Jacobian is negative, so the rule returns \(-\pi/2\), whereas the integral is \(\pi/2\).

A different model would give the substitution its own scale \(w_0>0\), separate from the pole frequency \(w\). This is closer to a calculation in which the pole is unknown or several poles are present, but exactness is then lost in general. With \(N=m=1\), the rule gives \(\pi w_0w^2/(w^2+w_0^2)\), which equals the integral \(\pi w/2\) only when \((w-w_0)^2=0\), that is, when the two scales coincide.
